# For $n\ge2$ and $K$ of characteristic zero, the zero-sum subspace of $K^n$ is irreducible under $S_n$, and the transposition class sum acts on it as $n(n-3)/2$

For $n\ge2$ spins $\tfrac12$ with one spin flipped, the states whose amplitudes add to zero are those of total spin $n/2-1$. Two questions about them are whether their space splits into smaller permutation-invariant subspaces, and how the sum of all pair exchanges acts on it. The two questions are settled separately below: the space does not split, and a direct computation, which does not use irreducibility, gives the sum of exchanges a single value on it.

```lean
import Mathlib

open Finset Equiv

namespace OneMagnonClassSum

noncomputable section

variable (K : Type*) [Field K] (n : ℕ)

/-- The symmetric group acting on amplitude vectors of `n` sites by permuting coordinates,
`(σ v) i = v (σ⁻¹ i)`. -/
def permRep : Representation K (Perm (Fin n)) (Fin n → K) where
  toFun σ := LinearMap.funLeft K K σ.symm
  map_one' := LinearMap.ext fun _ => rfl
  map_mul' _ _ := LinearMap.ext fun _ => rfl

/-- The transposition class sum `T = ∑_{i<j} (i j)` acting on amplitude vectors. -/
def classSum : (Fin n → K) →ₗ[K] (Fin n → K) :=
  ∑ i : Fin n, ∑ j ∈ univ.filter (fun j => i < j), permRep K n (swap i j)

/-- The raising operator `S₊` from the one-magnon sector to the line of the all-up state:
every basis state goes to the all-up state, so the amplitudes add. -/
def raise : (Fin n → K) →ₗ[K] K where
  toFun v := ∑ i, v i
  map_add' u v := by simp [Finset.sum_add_distrib]
  map_smul' c v := by simp [Finset.mul_sum]

/-- The lowering operator `S₋` from the line of the all-up state to the one-magnon sector:
the amplitude is placed on every site. -/
def lower : K →ₗ[K] (Fin n → K) where
  toFun c := fun _ => c
  map_add' _ _ := rfl
  map_smul' _ _ := rfl

/-- Total spin squared on the one-magnon sector, `S² = S₋S₊ + M(M+1)` with `M = n/2 - 1`. -/
def spinSq : (Fin n → K) →ₗ[K] (Fin n → K) :=
  lower K n ∘ₗ raise K n + (((n : K) / 2 - 1) * (((n : K) / 2 - 1) + 1)) • LinearMap.id

/-- The one-magnon vectors annihilated by `S₊`. -/
def zeroSum : Submodule K (Fin n → K) := LinearMap.ker (raise K n)

variable {K n}

/-- The basis state with the flipped spin on site `i`. -/
def magnon (i : Fin n) : Fin n → K := fun k => if k = i then 1 else 0

/-- A subspace is invariant if every permutation of the sites maps it into itself. -/
def IsInvariant (W : Submodule K (Fin n → K)) : Prop :=
  ∀ σ : Perm (Fin n), ∀ v ∈ W, permRep K n σ v ∈ W

/-- The permuted vector has at site `k` the amplitude of site `σ⁻¹ k`. -/
theorem permRep_apply (σ : Perm (Fin n)) (v : Fin n → K) (k : Fin n) :
    permRep K n σ v k = v (σ.symm k) := rfl

/-- A permutation moves the flipped spin from site `i` to site `σ i`. -/
theorem permRep_magnon (σ : Perm (Fin n)) (i : Fin n) :
    permRep K n σ (magnon i) = magnon (σ i) := by
  funext k
  simp [permRep_apply, magnon, Equiv.symm_apply_eq]

/-- A vector is annihilated by `S₊` exactly when its coordinates sum to zero. -/
theorem mem_zeroSum (v : Fin n → K) : v ∈ zeroSum K n ↔ ∑ i, v i = 0 :=
  LinearMap.mem_ker

/-- For a symmetric pair function, twice the sum over pairs `i < j` is the full double sum
minus its diagonal. -/
theorem sum_pairs (f : Fin n → Fin n → K) (hf : ∀ i j, f i j = f j i) :
    2 * ∑ i, ∑ j ∈ univ.filter (fun j => i < j), f i j = ∑ i, ∑ j, f i j - ∑ i, f i i := by
  have hsplit : ∀ i j, f i j = (if i < j then f i j else 0) + (if j < i then f j i else 0)
      + (if i = j then f i i else 0) := by
    intro i j
    rcases lt_trichotomy i j with h | h | h
    · rw [if_pos h, if_neg (lt_asymm h), if_neg h.ne, add_zero, add_zero]
    · subst h
      simp
    · rw [if_neg (lt_asymm h), if_pos h, if_neg h.ne', zero_add, add_zero, hf]
  have h1 : ∑ i, ∑ j, f i j = ∑ i, ∑ j, ((if i < j then f i j else 0)
      + (if j < i then f j i else 0) + (if i = j then f i i else 0)) :=
    Finset.sum_congr rfl fun i _ => Finset.sum_congr rfl fun j _ => hsplit i j
  have hB : ∑ i, ∑ j, (if j < i then f j i else 0) = ∑ i, ∑ j, (if i < j then f i j else 0) :=
    Finset.sum_comm
  have hC : ∑ i, ∑ j, (if i = j then f i i else 0) = ∑ i, f i i := by simp
  simp only [Finset.sum_add_distrib] at h1
  simp only [Finset.sum_filter]
  linear_combination -h1 - hB - hC

/-- The class sum acts on any vector as `(T v)ₖ = n(n-3)/2 · vₖ + ∑ᵢ vᵢ`. -/
theorem classSum_apply [CharZero K] (v : Fin n → K) (k : Fin n) :
    classSum K n v k = (n : K) * (n - 3) / 2 * v k + ∑ i, v i := by
  -- a transposition changes the amplitude at `k` only if it touches `k`
  have key : ∀ i j, v (swap i j k) = v k + (if i = k then v j - v k else 0)
      + (if j = k then v i - v k else 0) := by
    intro i j
    by_cases hi : i = k
    · by_cases hj : j = k <;> simp [hi, hj]
    · by_cases hj : j = k
      · simp [hi, hj]
      · rw [swap_apply_of_ne_of_ne (Ne.symm hi) (Ne.symm hj)]
        simp [hi, hj]
  have tot : ∑ i, ∑ j, v (swap i j k) = n * n * v k + 2 * (∑ i, v i - n * v k) := by
    simp [key, Finset.sum_add_distrib, Finset.sum_sub_distrib, Finset.sum_ite_irrel]
    ring
  have hd : ∑ i, v (swap i i k) = n * v k := by simp
  have hp : 2 * ∑ i, ∑ j ∈ univ.filter (fun j => i < j), v (swap i j k)
      = ∑ i, ∑ j, v (swap i j k) - ∑ i, v (swap i i k) :=
    sum_pairs (fun i j => v (swap i j k)) (fun i j => by rw [swap_comm])
  simp only [classSum, LinearMap.sum_apply, Finset.sum_apply, permRep_apply, Equiv.symm_swap]
  linear_combination (1 / 2) * hp + (1 / 2) * tot - (1 / 2) * hd

/-- Dirac's identity on the one-magnon sector: `T = S² + n(n-4)/4`. -/
theorem dirac_identity [CharZero K] :
    classSum K n = spinSq K n + ((n : K) * (n - 4) / 4) • LinearMap.id := by
  refine LinearMap.ext fun v => funext fun k => ?_
  rw [classSum_apply]
  change _ = (∑ i, v i) + (((n : K) / 2 - 1) * (((n : K) / 2 - 1) + 1)) * v k
    + ((n : K) * (n - 4) / 4) * v k
  ring

/-- The class sum multiplies a vector by `n(n-3)/2` if and only if its coordinates sum
to zero. -/
theorem classSum_eigen_iff [CharZero K] (v : Fin n → K) :
    classSum K n v = ((n : K) * (n - 3) / 2) • v ↔ v ∈ zeroSum K n := by
  rw [mem_zeroSum]
  constructor
  · intro h
    by_contra hne
    obtain ⟨k, -, -⟩ := Finset.exists_ne_zero_of_sum_ne_zero hne
    have hk := congrFun h k
    rw [classSum_apply, Pi.smul_apply, smul_eq_mul] at hk
    exact hne (by linear_combination hk)
  · intro h
    funext k
    rw [classSum_apply, h, add_zero, Pi.smul_apply, smul_eq_mul]

/-- An invariant subspace of the zero-sum space is either zero or the whole zero-sum space. -/
theorem invariant_dichotomy [CharZero K] (W : Submodule K (Fin n → K))
    (hle : W ≤ zeroSum K n) (hW : IsInvariant W) : W = ⊥ ∨ W = zeroSum K n := by
  by_cases hbot : W = ⊥
  · exact Or.inl hbot
  right
  obtain ⟨v, hv, hv0⟩ := (Submodule.ne_bot_iff W).1 hbot
  have h0 : ∑ i, v i = 0 := (mem_zeroSum v).1 (hle hv)
  -- a nonzero vector of zero sum is not constant
  obtain ⟨i, j, hij⟩ : ∃ i j, v i ≠ v j := by
    by_contra h
    have h' : ∀ i j, v i = v j := fun i j => by_contra fun hh => h ⟨i, j, hh⟩
    apply hv0
    funext i
    have hs : ∑ j, v j = n * v i :=
      calc ∑ j, v j = ∑ _j : Fin n, v i := Finset.sum_congr rfl fun j _ => h' j i
        _ = n * v i := by simp
    have hn : (n : K) ≠ 0 := Nat.cast_ne_zero.2 (Fin.pos i).ne'
    exact (mul_eq_zero.1 (hs.symm.trans h0)).resolve_left hn
  have hne : i ≠ j := fun h => hij (by rw [h])
  -- `v - (i j) v` is a nonzero multiple of `eᵢ - eⱼ`
  have hdiff : v - permRep K n (swap i j) v = (v i - v j) • (magnon i - magnon j) := by
    funext k
    simp only [Pi.sub_apply, Pi.smul_apply, permRep_apply, Equiv.symm_swap, magnon, smul_eq_mul]
    by_cases hi : k = i
    · simp [hi, hne]
    · by_cases hj : k = j
      · simp [hj, hne.symm]
      · rw [swap_apply_of_ne_of_ne hi hj]
        simp [hi, hj]
  have h1 : (magnon i - magnon j : Fin n → K) ∈ W := by
    rw [← W.smul_mem_iff (sub_ne_zero.2 hij), ← hdiff]
    exact W.sub_mem hv (hW _ v hv)
  -- transpositions produce every `eₖ - eⱼ`, and these span
  have hall : ∀ k, (magnon k - magnon j : Fin n → K) ∈ W := by
    intro k
    by_cases h : k = j
    · simp [h]
    · have h2 := hW (swap i k) _ h1
      rwa [map_sub, permRep_magnon, permRep_magnon, swap_apply_left,
        swap_apply_of_ne_of_ne hne.symm (Ne.symm h)] at h2
  refine le_antisymm hle fun u hu => ?_
  have hu0 : ∑ k, u k = 0 := (mem_zeroSum u).1 hu
  have hexp : ∑ k, u k • (magnon k - magnon j : Fin n → K) = u := by
    funext l
    by_cases hl : l = j <;>
      simp [Finset.sum_apply, magnon, mul_sub, Finset.sum_sub_distrib, hu0, hl]
  rw [← hexp]
  exact W.sum_mem fun k _ => W.smul_mem _ (hall k)

/-- For `n ≥ 2` the zero-sum space is nonzero, invariant and without proper nonzero invariant
subspace; on it `T` is the scalar `n(n-3)/2` and `S²` the scalar `s(s+1)` with `s = n/2 - 1`. -/
theorem zeroSum_irreducible_classSum [CharZero K] (hn : 2 ≤ n) :
    zeroSum K n ≠ ⊥ ∧ IsInvariant (zeroSum K n) ∧
    (∀ W ≤ zeroSum K n, IsInvariant W → W = ⊥ ∨ W = zeroSum K n) ∧
    ∀ v ∈ zeroSum K n, classSum K n v = ((n : K) * (n - 3) / 2) • v ∧
      spinSq K n v = (((n : K) / 2 - 1) * (((n : K) / 2 - 1) + 1)) • v := by
  refine ⟨?_, ?_, invariant_dichotomy, fun v hv => ⟨(classSum_eigen_iff v).2 hv, ?_⟩⟩
  · obtain ⟨a, b, hab⟩ : ∃ a b : Fin n, a ≠ b :=
      ⟨⟨0, by omega⟩, ⟨1, by omega⟩, by simp [Fin.ext_iff]⟩
    refine (Submodule.ne_bot_iff _).2 ⟨magnon a - magnon b, ?_, fun h => ?_⟩
    · rw [mem_zeroSum]
      simp [magnon, Finset.sum_sub_distrib]
    · have ha := congrFun h a
      simp [magnon, hab] at ha
  · intro σ v hv
    rw [mem_zeroSum] at hv ⊢
    exact (Equiv.sum_comp σ.symm v).trans hv
  · funext k
    change (∑ i, v i) + (((n : K) / 2 - 1) * (((n : K) / 2 - 1) + 1)) * v k = _
    rw [(mem_zeroSum v).1 hv, zero_add, Pi.smul_apply, smul_eq_mul]

end

end OneMagnonClassSum
```
```lean
#print axioms OneMagnonClassSum.dirac_identity
#print axioms OneMagnonClassSum.zeroSum_irreducible_classSum
```

```
'OneMagnonClassSum.dirac_identity' depends on axioms: [propext, Classical.choice, Quot.sound]
'OneMagnonClassSum.zeroSum_irreducible_classSum' depends on axioms: [propext, Classical.choice, Quot.sound]
```

## The objects

The sites are labelled $0,1,\dots,n-1$, as in `Fin n`. The state $e_i$, `magnon i`, has the spin at site $i$ down and all others up; its components are $(e_i)_k=\delta_{ik}$. A general state of this one-magnon sector is $v=\sum_i v_i e_i$, a function `Fin n → K`. The amplitudes lie in a field $K$, and `CharZero K` says that no positive integer vanishes in $K$, which covers $\mathbb Q$, $\mathbb R$ and $\mathbb C$. Write $\Sigma(v)=\sum_i v_i$.

A permutation $\sigma$ in the symmetric group $S_n$ acts through `permRep` by $(\sigma v)_k=v_{\sigma^{-1}k}$. The inverse makes this an action, because $(\sigma(\tau v))_k=v_{\tau^{-1}\sigma^{-1}k}=((\sigma\tau)v)_k$, and it gives $\sigma e_i=e_{\sigma i}$ (`permRep_magnon`): the flipped spin is carried from site $i$ to site $\sigma i$. The transposition $(i\,j)$ is `swap i j`, and `classSum` is the operator
$$T=\sum_{i<j}(i\,j),$$
with each unordered pair counted once.

Spin is measured in units with $\hbar=1$. The raising operator $S_+$ sends every $e_i$ to the all-up state with coefficient $1$, so on amplitudes it is the map `raise`, $v\mapsto\Sigma(v)$, where the line of the all-up state is identified with $K$. The lowering operator $S_-$ sends the all-up state to $\sum_i e_i$, so `lower` places a number $c$ on every site. That vector is unnormalised; over $\mathbb R$ or $\mathbb C$ the unit vector along it is $n^{-1/2}\sum_i e_i$. The $z$ component of total spin equals $M=n/2-1$ throughout the sector, and `spinSq` is defined by
$$S^2=S_-S_++M(M+1),\qquad (S^2v)_k=\Sigma(v)+M(M+1)\,v_k .$$
The space `zeroSum` is $Z=\ker S_+$, which by `mem_zeroSum` is the set of $v$ with $\Sigma(v)=0$. A subspace $W$ satisfies `IsInvariant W` when $\sigma v\in W$ for every $\sigma$ and every $v\in W$.

## What is stated

For $n\ge2$ and $K$ of characteristic zero, `zeroSum_irreducible_classSum` makes four claims. The space $Z$ is not the zero space `⊥`. It is invariant. Every invariant subspace $W\subseteq Z$ is $0$ or $Z$. For every $v\in Z$,
$$Tv=\frac{n(n-3)}2\,v,\qquad S^2v=s(s+1)\,v,\quad s=\frac n2-1 .$$
The first three claims together are irreducibility, spelled out in terms of subspaces of $K^n$. Two further theorems, also in characteristic zero, hold for every $n$. The theorem `dirac_identity` is the operator equation $T=S^2+n(n-4)/4$ on the whole sector, and `classSum_eigen_iff` says that $Tv=\tfrac{n(n-3)}2v$ holds exactly when $v\in Z$, the zero vector included.

The spin operators enter as definitions on this sector. Their matrix elements and the formula $S^2=S_-S_++M(M+1)$ are taken over from angular momentum algebra, and the $2^n$-dimensional product space of the spins never appears. Dirac's exchange identity is usually meant on that full space; `dirac_identity` is its restriction to one flipped spin, with $S^2$ defined as above. There is no inner product, so adjoints, orthogonality and norms are not part of any statement. The value $s(s+1)$ on $Z$ follows at once from $S_+v=0$, and the content lies in the value of $T$ and in the irreducibility. Neither the dimension of $Z$ nor a Young diagram is mentioned in the theorems.

In electronic structure, $Z$ is the space of $n$-electron spin functions with total spin and projection both equal to $n/2-1$, and the result says that for this one family, a single flipped spin, they transform irreducibly under relabelling of the electrons. For a finite Heisenberg cluster with the same coupling between all pairs of spins $\tfrac12$, the Hamiltonian acts on the one-magnon sector as a multiple of $T$ plus a constant, so all states of $Z$ have the same energy.

## The class sum on a general vector

Let $f_{ij}=f_{ji}$ be any symmetric array. Each ordered pair has $i<j$, $i>j$ or $i=j$, and the first two classes contribute equally, so
$$2\sum_{i<j}f_{ij}=\sum_{i,j}f_{ij}-\sum_i f_{ii}.$$
This is `sum_pairs`. In its proof `hsplit` writes $f_{ij}$ as three indicator terms, one for each case of `lt_trichotomy`, with the symmetry `hf` used when $j<i$. Then `hB` exchanges the two summations to identify the $j<i$ part with the $i<j$ part, `hC` collapses the diagonal, and `linear_combination` adds the three equations.

Fix a site $k$. A transposition is its own inverse, so $((i\,j)v)_k=v_{(i\,j)k}$, and this array is symmetric in $i,j$. It differs from $v_k$ only if $i$ or $j$ equals $k$:
$$v_{(i\,j)k}=v_k+\delta_{ik}(v_j-v_k)+\delta_{jk}(v_i-v_k).$$
The formula also holds for $i=j$, where `swap i i` is the identity and both corrections vanish. It is `key` in `classSum_apply`, proved by cases on $i=k$ and $j=k$. Summing over all $n^2$ ordered pairs, the first term gives $n^2v_k$ and each correction gives $\Sigma(v)-nv_k$:
$$\sum_{i,j}v_{(i\,j)k}=n^2v_k+2\bigl(\Sigma(v)-nv_k\bigr),$$
which is `tot`. The diagonal is $\sum_i v_{(i\,i)k}=nv_k$, which is `hd`. The pair formula, `hp`, then gives
$$2(Tv)_k=n^2v_k+2\Sigma(v)-2nv_k-nv_k,$$
and after division by $2$,
$$(Tv)_k=\frac{n(n-3)}2\,v_k+\Sigma(v).$$
The halving is the set of coefficients `1 / 2` in the closing `linear_combination`, and it is where $2\ne0$ in $K$ is used.

Comparing with $(S^2v)_k$, the terms $\Sigma(v)$ agree, and the coefficients of $v_k$ differ by
$$\frac{n^2-3n}2-\Bigl(\frac n2-1\Bigr)\frac n2=\frac{n^2}2-\frac{3n}2-\frac{n^2}4+\frac n2=\frac{n(n-4)}4 .$$
In `dirac_identity` the `change` step exposes the components of the right side and `ring` does this algebra.

If $\Sigma(v)=0$, the component formula reads $Tv=\tfrac{n(n-3)}2v$. Conversely, if that equation holds, its component at any site $k$ reduces to $\Sigma(v)=0$. The proof of `classSum_eigen_iff` needs a site to evaluate at. It assumes $\Sigma(v)\ne0$, obtains a $k$ from the fact that a nonzero sum has a nonzero term, and reaches the contradiction there. For $n=0$ the sum is empty and the assumption already fails.

## Irreducibility

Let $K$ have characteristic zero, let $W\subseteq Z$ be invariant and nonzero, and take $v\in W$ with $v\ne0$.

First, $v$ is not constant. If all amplitudes were equal, then $0=\Sigma(v)=nv_i$ for each $i$, and $n\neq0$ in $K$ would force $v=0$. In `invariant_dichotomy` these are `hs` and the local `hn : (n : K) ≠ 0`. So there are sites $i\ne j$ with $v_i\ne v_j$.

Second, the transposition $(i\,j)$ exchanges those two amplitudes and leaves the rest. The difference $v-(i\,j)v$ has $v_i-v_j$ at site $i$, $v_j-v_i$ at site $j$ and zero elsewhere:
$$v-(i\,j)v=(v_i-v_j)(e_i-e_j).$$
This is `hdiff`, checked on the three kinds of site. The left side lies in $W$, and the factor is invertible in a field, so $e_i-e_j\in W$ (`h1`).

Third, for $k\ne j$ the transposition $(i\,k)$ sends $e_i$ to $e_k$ and fixes $e_j$, since $j$ is neither $i$ nor $k$. Hence $e_k-e_j\in W$, and for $k=j$ the vector is zero. This is `hall`.

Fourth, any $u\in Z$ satisfies
$$\sum_k u_k(e_k-e_j)=u-\Sigma(u)\,e_j=u,$$
which is `hexp`. So $u\in W$, and $W=Z$.

The final theorem adds the remaining parts. With $n\ge2$ the sites $0$ and $1$ exist and are distinct; for distinct sites $a$ and $b$ the vector $e_a-e_b$ has zero sum and amplitude $1$ at $a$, so $Z\ne0$. Invariance holds because a permutation reorders the terms of $\Sigma(v)$ without changing the total (`Equiv.sum_comp`). The value of $T$ comes from `classSum_eigen_iff`, and the value of $S^2$ from setting $\Sigma(v)=0$ in its component formula.

## Small cases

For $n=2$ the space $Z$ is spanned by the singlet $(e_0-e_1)/\sqrt2$, normalised over $\mathbb R$ or $\mathbb C$. Here $T=(0\,1)$ reverses its sign, in agreement with $n(n-3)/2=-1$, while $s=0$ and $n(n-4)/4=-1$.

For $n=4$ take $v=e_0-e_1=(1,-1,0,0)$, whose normalised form is $v/\sqrt2$. The six transpositions give

| transposition | image of $v$ |
|---|---|
| $(0\,1)$ | $(-1,1,0,0)$ |
| $(0\,2)$ | $(0,-1,1,0)$ |
| $(0\,3)$ | $(0,-1,0,1)$ |
| $(1\,2)$ | $(1,0,-1,0)$ |
| $(1\,3)$ | $(1,0,0,-1)$ |
| $(2\,3)$ | $(1,-1,0,0)$ |

The images add to $(2,-2,0,0)=2v$, and $n(n-3)/2=2$. With $s=1$ the value of $S^2$ is also $2$, and the shift $n(n-4)/4$ is zero. The symmetric state $w=\tfrac12(1,1,1,1)$ is fixed by each transposition, so $Tw=6w$; the component formula gives $2\cdot\tfrac12+2=3=6\cdot\tfrac12$, and $6=2\cdot3$ is the value of $S^2$ for spin $2$.

## Removing a hypothesis

Without $n\ge2$ the first claim fails. For $n=1$ the condition $\Sigma(v)=0$ reads $v_0=0$, so $Z$ is the zero space. The hypothesis `hn : 2 ≤ n` is used only for this claim, and the others hold trivially at $n=1$, where the formal value $s=-\tfrac12$ is attached to no nonzero state.

Without characteristic zero irreducibility can fail. Let $K$ be the integers modulo $3$ and $n=3$. The constant vector $(1,1,1)$ has sum $3=0$, so it lies in $Z$, and every permutation fixes it. The line it spans is invariant and nonzero, and it does not contain $(1,-1,0)\in Z$, so it is neither $0$ nor $Z$. The step that breaks is the first one of the irreducibility argument, where $nv_i=0$ no longer forces $v_i=0$. These two counter-examples and the worked cases above are arithmetic done on paper, not theorems of the Lean code.
